# For a matrix invariant under site permutations, summing row entries over equivalent sites gives a factor of the characteristic polynomial

Two equivalent sites with on-site energy $\alpha$ and coupling $\beta$ have the secular polynomial $(\lambda-\alpha-\beta)(\lambda-\alpha+\beta)$. The root of the first factor, which belongs to the in-phase combination of the two sites, is the sum of either row of the matrix, $\alpha+\beta$.

```lean
import Mathlib

open Matrix

namespace TotallySymmetricSecular

noncomputable section

/-- The sets of equivalent sites: the orbits of the symmetry group `G` on the sites `X`. -/
def Orbits (G X : Type*) [Group G] [MulAction G X] : Type _ :=
  MulAction.orbitRel.Quotient G X

variable {G X : Type*} [Group G] [MulAction G X]

variable (G) in
/-- The set of equivalent sites to which the site `x` belongs. -/
def orbitOf (x : X) : Orbits G X := Quotient.mk (MulAction.orbitRel G X) x

/-- A representative site chosen from each orbit. -/
def rep (a : Orbits G X) : X := Quotient.out (s := MulAction.orbitRel G X) a

/-- The representative of an orbit lies in that orbit. -/
theorem orbitOf_rep (a : Orbits G X) : orbitOf G (rep a) = a :=
  Quotient.out_eq (s := MulAction.orbitRel G X) a

/-- Two sites are equivalent exactly when a symmetry operation carries one to the other. -/
theorem orbitOf_eq_iff {x y : X} : orbitOf G x = orbitOf G y ↔ ∃ g : G, g • y = x :=
  (Quotient.eq (r := MulAction.orbitRel G X)).trans
    (MulAction.orbitRel_apply.trans MulAction.mem_orbit_iff)

instance : DecidableEq (Orbits G X) := Classical.decEq _

variable [Fintype X]

instance : Fintype (Orbits G X) :=
  @Fintype.ofFinite _ (Finite.of_surjective (orbitOf G) fun a => ⟨rep a, orbitOf_rep a⟩)

variable (G) in
/-- The matrix `H` is invariant under the symmetry group: `H (gx) (gy) = H x y`. -/
def IsInvariant (H : Matrix X X ℂ) : Prop :=
  ∀ (g : G) (x y : X), H (g • x) (g • y) = H x y

variable (G) in
/-- The orbit matrix `Q`: the entry `Q a b` adds up the couplings of the representative site
of `a` to all sites of `b`. -/
def orbitMatrix (H : Matrix X X ℂ) : Matrix (Orbits G X) (Orbits G X) ℂ :=
  fun a b => ∑ y with orbitOf G y = b, H (rep a) y

variable (G X) in
/-- The incidence matrix of sites and orbits; its columns are the unnormalised totally
symmetric combinations of equivalent sites. -/
def incidence : Matrix X (Orbits G X) ℂ := fun x a => if orbitOf G x = a then 1 else 0

/-- For an invariant matrix, equivalent sites have the same total coupling to each orbit. -/
theorem orbit_sum_independent {H : Matrix X X ℂ} (hH : IsInvariant G H) {x x' : X}
    (h : orbitOf G x = orbitOf G x') (b : Orbits G X) :
    ∑ y with orbitOf G y = b, H x y = ∑ y with orbitOf G y = b, H x' y := by
  obtain ⟨g, rfl⟩ := orbitOf_eq_iff.mp h
  rw [Finset.sum_filter, Finset.sum_filter]
  symm
  -- relabel the sites of `b` by the operation `g`
  refine Fintype.sum_equiv (MulAction.toPerm g) _ _ fun y => ?_
  have hy : orbitOf G (g • y) = orbitOf G y := orbitOf_eq_iff.mpr ⟨g, rfl⟩
  simp only [MulAction.toPerm_apply, hy, hH g x' y]

/-- For an invariant matrix, the total coupling of any site `x` to the orbit `b` is the entry
of the orbit matrix for the orbit of `x` and `b`. -/
theorem orbit_sum_eq {H : Matrix X X ℂ} (hH : IsInvariant G H) (x : X) (b : Orbits G X) :
    ∑ y with orbitOf G y = b, H x y = orbitMatrix G H (orbitOf G x) b :=
  orbit_sum_independent hH (orbitOf_rep _).symm b

/-- An invariant matrix maps totally symmetric combinations to totally symmetric combinations,
with the orbit matrix as coefficients: `H P = P Q`. -/
theorem mul_incidence {H : Matrix X X ℂ} (hH : IsInvariant G H) :
    H * incidence G X = incidence G X * orbitMatrix G H := by
  refine Matrix.ext fun x b => ?_
  rw [Matrix.mul_apply, Matrix.mul_apply]
  simp only [incidence, mul_ite, mul_one, mul_zero, ite_mul, one_mul, zero_mul,
    Finset.sum_ite_eq, Finset.mem_univ, if_true]
  rw [← Finset.sum_filter]
  exact orbit_sum_eq hH x b

/-- If `M P = P N` and `P` has a left inverse `L`, then `det N` divides `det M`. -/
theorem det_dvd_of_intertwine {R m n : Type*} [CommRing R] [Fintype m] [DecidableEq m]
    [Fintype n] [DecidableEq n] {M : Matrix n n R} {N : Matrix m m R} {P : Matrix n m R}
    {L : Matrix m n R} (hLP : L * P = 1) (h : M * P = P * N) : N.det ∣ M.det := by
  have key : ∀ E : Matrix n n R, E * E = E → E * (M * E) = M * E →
      (E + M * (1 - E)) * (1 + (M * E - E)) = M := by
    intro E hE hEM
    linear_combination (norm := noncomm_ring) hEM - hE - M * hEM + M * hE
  have hE : P * L * (P * L) = P * L := by
    rw [Matrix.mul_assoc P L (P * L), ← Matrix.mul_assoc L P L, hLP, Matrix.one_mul]
  have hME : M * (P * L) = P * (N * L) := by
    rw [← Matrix.mul_assoc M P L, h, Matrix.mul_assoc P N L]
  have hEM : P * L * (M * (P * L)) = M * (P * L) := by
    rw [hME, Matrix.mul_assoc P L (P * (N * L)), ← Matrix.mul_assoc L P (N * L), hLP,
      Matrix.one_mul]
  have hF : M * (P * L) - P * L = P * ((N - 1) * L) := by
    rw [hME, Matrix.sub_mul, Matrix.mul_sub, Matrix.one_mul]
  -- the second factor has determinant `det N`
  have hdet : (1 + P * ((N - 1) * L)).det = N.det := by
    rw [Matrix.det_one_add_mul_comm, Matrix.mul_assoc (N - 1) L P, hLP, Matrix.mul_one,
      add_sub_cancel]
  have hfac := congrArg Matrix.det (key (P * L) hE hEM)
  rw [Matrix.det_mul, hF, hdet] at hfac
  exact ⟨_, by rw [← hfac, mul_comm]⟩

/-- **Totally symmetric secular equation.** The characteristic polynomial of the orbit matrix
divides that of the invariant matrix `H`. -/
theorem charpoly_orbitMatrix_dvd [DecidableEq X] {H : Matrix X X ℂ} (hH : IsInvariant G H) :
    (orbitMatrix G H).charpoly ∣ H.charpoly := by
  -- sampling one site per orbit inverts the incidence matrix from the left
  let L : Matrix (Orbits G X) X ℂ := fun a x => if rep a = x then 1 else 0
  have hL : L * incidence G X = 1 := by
    refine Matrix.ext fun a b => ?_
    rw [Matrix.mul_apply]
    simp only [L, incidence, ite_mul, one_mul, zero_mul,
      Finset.sum_ite_eq, Finset.mem_univ, if_true, orbitOf_rep, Matrix.one_apply]
  have e := congrArg (fun A => A.map Polynomial.C) (mul_incidence hH)
  simp only [Matrix.map_mul] at e
  have s : Matrix.scalar X (Polynomial.X : Polynomial ℂ) * (incidence G X).map Polynomial.C
      = (incidence G X).map Polynomial.C * Matrix.scalar (Orbits G X) Polynomial.X := by
    refine Matrix.ext fun i j => ?_
    rw [Matrix.scalar_apply, Matrix.scalar_apply]
    exact (Matrix.diagonal_mul (fun _ => Polynomial.X) ((incidence G X).map Polynomial.C)
      i j).trans ((mul_comm _ _).trans (Matrix.mul_diagonal (fun _ => Polynomial.X)
        ((incidence G X).map Polynomial.C) i j).symm)
  unfold Matrix.charpoly
  refine det_dvd_of_intertwine (P := (incidence G X).map Polynomial.C)
    (L := L.map Polynomial.C) ?_ ?_
  · rw [← Matrix.map_mul, hL]
    exact Matrix.map_one _ (map_zero _) (map_one _)
  · change (Matrix.scalar X Polynomial.X - H.map Polynomial.C) *
        (incidence G X).map Polynomial.C = (incidence G X).map Polynomial.C *
        (Matrix.scalar (Orbits G X) Polynomial.X - (orbitMatrix G H).map Polynomial.C)
    exact (Matrix.sub_mul _ _ _).trans
      ((congrArg₂ (· - ·) s e).trans (Matrix.mul_sub _ _ _).symm)

/-- For invariant `H`, the number `E` solves the secular equation of the orbit matrix exactly
when `H` has a nonzero eigenvector with eigenvalue `E` that every symmetry operation fixes. -/
theorem secular_iff_symmetric_eigenvector {H : Matrix X X ℂ} (hH : IsInvariant G H) (E : ℂ) :
    (E • (1 : Matrix (Orbits G X) (Orbits G X) ℂ) - orbitMatrix G H).det = 0 ↔
      ∃ ψ : X → ℂ, ψ ≠ 0 ∧ (∀ (g : G) (x : X), ψ (g • x) = ψ x) ∧ H *ᵥ ψ = E • ψ := by
  have hP : ∀ c : Orbits G X → ℂ, incidence G X *ᵥ c = fun x => c (orbitOf G x) := by
    intro c
    funext x
    simp [Matrix.mulVec, dotProduct, incidence]
  have hQ : ∀ c : Orbits G X → ℂ, H *ᵥ (fun x => c (orbitOf G x)) =
      fun x => (orbitMatrix G H *ᵥ c) (orbitOf G x) := by
    intro c
    rw [← hP, Matrix.mulVec_mulVec, mul_incidence hH, ← Matrix.mulVec_mulVec, hP]
  have hs : ∀ c : Orbits G X → ℂ, (E • (1 : Matrix (Orbits G X) (Orbits G X) ℂ)
      - orbitMatrix G H) *ᵥ c = E • c - orbitMatrix G H *ᵥ c := by
    intro c
    rw [Matrix.sub_mulVec]
    congr 1
    funext a
    simp [Matrix.mulVec, dotProduct, Matrix.one_apply]
  rw [← Matrix.exists_mulVec_eq_zero_iff]
  constructor
  · -- spread the orbit amplitudes evenly over the sites
    rintro ⟨c, hc, h⟩
    rw [hs, sub_eq_zero] at h
    refine ⟨fun x => c (orbitOf G x), fun h0 => hc ?_, fun g x => ?_, ?_⟩
    · funext a
      have h1 := congrFun h0 (rep a)
      simpa only [orbitOf_rep, Pi.zero_apply] using h1
    · exact congrArg c (orbitOf_eq_iff.mpr ⟨g, rfl⟩)
    · rw [hQ, ← h]
      rfl
  · -- an invariant vector is determined by its values on the representatives
    rintro ⟨ψ, hψ, hinv, h⟩
    have hc : ψ = fun x => (fun a : Orbits G X => ψ (rep a)) (orbitOf G x) := by
      funext x
      obtain ⟨g, hg⟩ := orbitOf_eq_iff.mp (orbitOf_rep (orbitOf G x))
      change ψ x = ψ (rep (orbitOf G x))
      rw [← hg, hinv]
    refine ⟨fun a => ψ (rep a), fun h0 => hψ ?_, ?_⟩
    · rw [hc, h0]
      rfl
    · rw [hs, sub_eq_zero]
      funext a
      have h1 := congrFun (hQ fun a => ψ (rep a)) (rep a)
      rw [← hc, h] at h1
      simpa only [orbitOf_rep, Pi.smul_apply] using h1

/-- For a Hermitian invariant matrix, the orbit matrix is Hermitian up to the numbers of sites
in the orbits: `|a| Q a b = |b| conj (Q b a)`. -/
theorem orbitMatrix_weighted_hermitian {H : Matrix X X ℂ} (hH : IsInvariant G H)
    (hherm : H.IsHermitian) (a b : Orbits G X) :
    ((Finset.univ.filter fun x : X => orbitOf G x = a).card : ℂ) * orbitMatrix G H a b =
      ((Finset.univ.filter fun x : X => orbitOf G x = b).card : ℂ) *
        star (orbitMatrix G H b a) := by
  -- both sides are the total coupling between the two orbits
  have key : ∀ a b : Orbits G X,
      ∑ x with orbitOf G x = a, ∑ y with orbitOf G y = b, H x y =
        ((Finset.univ.filter fun x : X => orbitOf G x = a).card : ℂ) * orbitMatrix G H a b := by
    intro a b
    rw [← nsmul_eq_mul, ← Finset.sum_const]
    refine Finset.sum_congr rfl fun x hx => ?_
    rw [orbit_sum_eq hH, (Finset.mem_filter.mp hx).2]
  have h2 := congrArg star (key b a)
  simp only [star_sum, star_mul', star_natCast, hherm.apply] at h2
  rw [← key a b, ← h2]
  exact Finset.sum_comm

end

end TotallySymmetricSecular
```

```lean
#print axioms TotallySymmetricSecular.charpoly_orbitMatrix_dvd
#print axioms TotallySymmetricSecular.secular_iff_symmetric_eigenvector
#print axioms TotallySymmetricSecular.orbitMatrix_weighted_hermitian
```

```
'TotallySymmetricSecular.charpoly_orbitMatrix_dvd' depends on axioms: [propext, Classical.choice, Quot.sound]
'TotallySymmetricSecular.secular_iff_symmetric_eigenvector' depends on axioms: [propext, Classical.choice, Quot.sound]
'TotallySymmetricSecular.orbitMatrix_weighted_hermitian' depends on axioms: [propext, Classical.choice, Quot.sound]
```

## From two sites to several sets of equivalent sites

Suppose a molecule or cluster has several sets of equivalent sites, and we want the energies of the totally symmetric states, whose vectors every symmetry operation leaves unchanged, without even a change of sign or phase. A single row sum is then not enough, but a small matrix of partial row sums is.

Take a three-site chain whose sites all have energy $\alpha$, with coupling $\beta$ between neighbours. Reflection exchanges the two ends and fixes the centre, so the sets of equivalent sites are the ends $e$ and the centre $m$. An end site couples to the centre with $\beta$, while the centre couples to the two ends with $2\beta$ in total:

$$
Q=\begin{pmatrix}\alpha & \beta\\ 2\beta & \alpha\end{pmatrix},\qquad
\det(\lambda-Q)=(\lambda-\alpha)^2-2\beta^2 .
$$

The full $3\times3$ matrix has characteristic polynomial $(\lambda-\alpha)\,[(\lambda-\alpha)^2-2\beta^2]$. The remaining factor belongs to the antisymmetric combination of the ends.

In general, a group $G$ acts on a finite set $X$ of sites, and $H$ is a complex matrix with $H_{gx,gy}=H_{xy}$ for every $g\in G$. The orbits $a,b,\dots$ are the sets of equivalent sites, and

$$
Q_{ab}=\sum_{y\in b}H_{xy}\qquad\text{for any } x\in a .
$$

For $b=a$ the sum includes the on-site energy $H_{xx}$. The main theorem, `charpoly_orbitMatrix_dvd`, says that $\det(\lambda-Q)$ divides $\det(\lambda-H)$ as a polynomial. Roots are therefore counted with multiplicity: each root of the small polynomial occurs at least as often in the large one.

## Sites, orbits and the Hamiltonian in Lean

`Orbits G X` is the set of orbits, `orbitOf G x` is the orbit of the site $x$, and `rep a` is one chosen site in the orbit $a$. The definition `orbitMatrix` uses this chosen site as its row index. `orbit_sum_independent` then shows that, for invariant $H$, any equivalent site gives the same sum. The set `X` must be finite, but `G` may be any group.

The hypothesis `IsInvariant G H` expresses the symmetry of the Hamiltonian: moving both sites by the same operation leaves their coupling unchanged. $H$ need not be Hermitian except in the last theorem. Mathlib's `charpoly` is $\det(\lambda-H)$, which differs from the common form $\det(H-\lambda)$ by at most a sign. Its variable appears in the code as `Polynomial.X`, unrelated to the set `X` of sites.

The step from this model to a molecule is the identification of $H_{xy}$ with the Hamiltonian matrix in an orthonormal basis of one orbital per site, which the operations permute without signs or phases. The p orbitals perpendicular to a planar ring, taken as orthonormal as in the simple Hückel model, fit this description under the rotations about the ring's axis that carry the ring to itself. Orbitals that change sign under an operation do not.

For finite one-electron models of this kind, such as Hückel or tight-binding clusters, the levels that are totally symmetric under $G$ follow from a matrix with one row per set of equivalent sites. Such a state may still change sign under an operation left out of $G$, as every π orbital of a planar ring does under reflection in the ring's plane.

That reading of the roots is itself a theorem. `secular_iff_symmetric_eigenvector` says that $\det(E-Q)=0$ holds exactly when there is a nonzero $\psi$ with $H\psi=E\psi$ and $\psi(gx)=\psi(x)$ for all $g$ and $x$. The same $E$ may also belong to states of other symmetry.

## Equivalent sites have equal orbit sums

Let $x=gx'$. As $y$ runs through the orbit $b$, so does $gy$. Hence

$$
\sum_{y\in b}H_{xy}=\sum_{y\in b}H_{gx',gy}=\sum_{y\in b}H_{x'y}.
$$

In `orbit_sum_independent`, `orbitOf_eq_iff` supplies $g$ and `Fintype.sum_equiv` performs the relabelling. `orbit_sum_eq` restates the result as $\sum_{y\in b}H_{xy}=Q_{[x]b}$, where $[x]$ is the orbit of $x$.

Now let $P$ be the matrix `incidence`, with $P_{xa}=1$ if $x\in a$ and $0$ otherwise. Then

$$
(HP)_{xb}=\sum_{y\in b}H_{xy}=Q_{[x]b}=\sum_a P_{xa}Q_{ab},
$$

so $HP=PQ$, which is `mul_incidence`. The columns of $P$ are the unnormalised totally symmetric combinations, and $H$ maps their span into itself.

## An invariant subspace splits the determinant

Let $L$ pick out one site per orbit: $L_{ax}=1$ if $x$ is the representative of $a$, and $0$ otherwise. Since the representative of $a$ lies in $a$ and in no other orbit, $LP=1$.

The lemma `det_dvd_of_intertwine` treats any square matrices $M$ and $N$ with $MP=PN$ and $LP=1$. Put $\Pi=PL$; inside the lemma's `key` step this matrix is called `E`, which is not an energy there. Then

$$
\Pi^2=P(LP)L=\Pi,\qquad M\Pi=PNL,\qquad \Pi M\Pi=P(LP)NL=M\Pi .
$$

These relations give the factorisation

$$
M=\bigl[\Pi+M(1-\Pi)\bigr]\bigl[1+M\Pi-\Pi\bigr].
$$

To check it, multiply out the right-hand side:

$$
\Pi+\Pi M\Pi-\Pi^2+M-M\Pi+M\bigl(M\Pi-\Pi-\Pi M\Pi+\Pi^2\bigr).
$$

The bracket vanishes, and the terms in front of it reduce to $\Pi+M\Pi-\Pi+M-M\Pi=M$. In Lean, `linear_combination` does this with the two relations for $\Pi$ as input and `noncomm_ring` for the non-commuting products.

The second factor equals $1+P(N-1)L$. By the identity $\det(1+AB)=\det(1+BA)$, in Lean `Matrix.det_one_add_mul_comm`,

$$
\det\bigl(1+P(N-1)L\bigr)=\det\bigl(1+(N-1)LP\bigr)=\det N .
$$

Therefore $\det M=\det[\Pi+M(1-\Pi)]\,\det N$, and $\det N$ divides $\det M$.

The lemma holds over any commutative ring, so its entries may be polynomials in $\lambda$. Because $\lambda P=P\lambda$, the relation $HP=PQ$ gives

$$
(\lambda-H)P=P(\lambda-Q).
$$

Taking $M=\lambda-H$ and $N=\lambda-Q$ proves the main theorem. In `charpoly_orbitMatrix_dvd`, the maps by `Polynomial.C` turn the numerical matrices into matrices of constant polynomials, and the step `s` is the statement $\lambda P=P\lambda$.

## The roots belong to invariant eigenvectors

If $\det(E-Q)=0$, there is a nonzero vector $c$ of orbit amplitudes with $Qc=Ec$. Set $\psi=Pc$, that is, $\psi(x)=c_{[x]}$. This function is constant on orbits, and it is nonzero because its value at the representative of $a$ is $c_a$. Moreover,

$$
H\psi=HPc=PQc=E\,Pc=E\psi .
$$

Conversely, let $\psi$ be a nonzero invariant eigenvector with eigenvalue $E$. It is constant on each orbit, so $\psi=Pc$ with $c_a$ its value at the representative of $a$, and $c\neq0$. Then $PQc=HPc=E\,Pc$. Applying $L$ on the left gives $Qc=Ec$, so $\det(E-Q)=0$.

The Lean proof follows these two directions. `Matrix.exists_mulVec_eq_zero_iff` translates between a zero determinant and a nonzero null vector, `hQ` carries $HPc=PQc$, and evaluation at `rep a` plays the part of $L$.

## Orbit sizes restore Hermiticity

In the three-site chain with real $\alpha$ and real $\beta\neq0$, $H$ is Hermitian but $Q$ is not. For Hermitian $H$, `orbitMatrix_weighted_hermitian` gives the exact relation

$$
|a|\,Q_{ab}=|b|\,\overline{Q_{ba}},
$$

where $|a|$ is the number of sites in $a$. The left side is the total coupling $\sum_{x\in a}\sum_{y\in b}H_{xy}$, since each of the $|a|$ sites contributes $Q_{ab}$. The conjugate of the total coupling from $b$ to $a$ is the same double sum, because $\overline{H_{yx}}=H_{xy}$. In the proof, `key` evaluates the double sum and `Finset.sum_comm` exchanges the order of summation.

With the normalised combinations $\phi_a=|a|^{-1/2}\sum_{x\in a}|x\rangle$, the matrix elements are

$$
\langle\phi_a|H|\phi_b\rangle=\sqrt{|a|/|b|}\;Q_{ab}.
$$

By the weighted relation, this matrix is Hermitian. For the chain with real $\beta$, both off-diagonal elements become $\sqrt2\,\beta$. The rescaling is a similarity transformation, so the secular polynomial stays the same; this last paragraph is ordinary algebra added to the Lean theorems.
